# The electrosorption valency as the slope of a constant-adsorption curve

From adsorption isotherms computed at several electrode potentials, one can read off the chemical potential that gives a chosen coverage at each potential, and take the slope of the resulting curve, divided by the Faraday constant, as the electrosorption valency, without computing any charge. The theorems below justify this step for a twice continuously differentiable interfacial potential, at points where the adsorption has a nonzero derivative with respect to the chemical potential.

```lean
import Mathlib

open Filter Topology

namespace ElectrosorptionValency

noncomputable section

/-- The electrode charge `s = -∂W/∂U` at potential `U` and chemical potential `m`. -/
def charge (W : ℝ × ℝ → ℝ) (U m : ℝ) : ℝ := -deriv (fun u => W (u, m)) U

/-- The adsorption `G = -∂W/∂m` at potential `U` and chemical potential `m`. -/
def adsorption (W : ℝ × ℝ → ℝ) (U m : ℝ) : ℝ := -deriv (fun x => W (U, x)) m

/-- `γ` is the electrosorption valency at fixed potential: the limit of `-Δs/ΔG` as the
chemical potential varies about `m`, where `ΔG` is nonzero close to `m`. -/
def IsValency (W : ℝ × ℝ → ℝ) (U m γ : ℝ) : Prop :=
  (∀ᶠ x in 𝓝[≠] m, adsorption W U x ≠ adsorption W U m) ∧
  Tendsto (fun x => -((charge W U x - charge W U m) /
    (adsorption W U x - adsorption W U m))) (𝓝[≠] m) (𝓝 γ)

variable {W : ℝ × ℝ → ℝ}

/-- For a C² potential, charge and adsorption are minus the two components of its gradient. -/
theorem responses_eq_gradient (hW : ContDiff ℝ 2 W) (U m : ℝ) :
    charge W U m = -(fderiv ℝ W (U, m) (1, 0)) ∧
    adsorption W U m = -(fderiv ℝ W (U, m) (0, 1)) := by
  have hd : HasFDerivAt W (fderiv ℝ W (U, m)) (U, m) :=
    (hW.differentiable (by norm_num) (U, m)).hasFDerivAt
  have h1 : HasDerivAt (fun u => W (u, m)) (fderiv ℝ W (U, m) (1, 0)) U :=
    hd.comp_hasDerivAt U ((hasDerivAt_id' U).prodMk (hasDerivAt_const U m))
  have h2 : HasDerivAt (fun x => W (U, x)) (fderiv ℝ W (U, m) (0, 1)) m :=
    hd.comp_hasDerivAt m ((hasDerivAt_const m U).prodMk (hasDerivAt_id' m))
  exact ⟨congrArg Neg.neg h1.deriv, congrArg Neg.neg h2.deriv⟩

/-- Along a differentiable path in the plane, the charge and adsorption of a C² potential
change at rates given by its second derivative. -/
theorem responses_along_path (hW : ContDiff ℝ 2 W) {a b : ℝ → ℝ} {a' b' t : ℝ}
    (ha : HasDerivAt a a' t) (hb : HasDerivAt b b' t) :
    HasDerivAt (fun r => charge W (a r) (b r))
      (-(fderiv ℝ (fderiv ℝ W) (a t, b t) (a', b') (1, 0))) t ∧
    HasDerivAt (fun r => adsorption W (a r) (b r))
      (-(fderiv ℝ (fderiv ℝ W) (a t, b t) (a', b') (0, 1))) t := by
  have h2 : HasFDerivAt (fderiv ℝ W) (fderiv ℝ (fderiv ℝ W) (a t, b t)) (a t, b t) :=
    ((hW.fderiv_right (m := 1) (by norm_num)).differentiable (by norm_num) _).hasFDerivAt
  have h3 : HasDerivAt (fun r => fderiv ℝ W (a r, b r))
      (fderiv ℝ (fderiv ℝ W) (a t, b t) (a', b')) t :=
    h2.comp_hasDerivAt t (ha.prodMk hb)
  have hv : ∀ v : ℝ × ℝ, HasDerivAt (fun r => fderiv ℝ W (a r, b r) v)
      (fderiv ℝ (fderiv ℝ W) (a t, b t) (a', b') v) t := fun v =>
    (h3.clm_apply (hasDerivAt_const t v)).congr_deriv (by simp)
  simp only [(responses_eq_gradient hW _ _).1, (responses_eq_gradient hW _ _).2]
  exact ⟨(hv _).fun_neg, (hv _).fun_neg⟩

/-- Maxwell relation of a C² potential: `∂s/∂m = ∂G/∂U`. -/
theorem maxwell_relation (hW : ContDiff ℝ 2 W) (U m : ℝ) :
    deriv (charge W U) m = deriv (fun u => adsorption W u m) U := by
  have h1 : deriv (charge W U) m = -(fderiv ℝ (fderiv ℝ W) (U, m) (0, 1) (1, 0)) :=
    (responses_along_path hW (hasDerivAt_const m U) (hasDerivAt_id' m)).1.deriv
  have h2 : deriv (fun u => adsorption W u m) U =
      -(fderiv ℝ (fderiv ℝ W) (U, m) (1, 0) (0, 1)) :=
    (responses_along_path hW (hasDerivAt_id' U) (hasDerivAt_const U m)).2.deriv
  have hd : HasFDerivAt (fderiv ℝ W) (fderiv ℝ (fderiv ℝ W) (U, m)) (U, m) :=
    ((hW.fderiv_right (m := 1) (by norm_num)).differentiable (by norm_num) _).hasFDerivAt
  -- mixed second derivatives agree
  rw [h1, h2, second_derivative_symmetric
    (fun y => (hW.differentiable (by norm_num) y).hasFDerivAt) hd (0, 1) (1, 0)]

/-- For a C² potential, the adsorption along a differentiable curve `μ(U)` changes at the
rate `s_m + G_m μ'`. -/
theorem adsorption_along_curve (hW : ContDiff ℝ 2 W) {μ : ℝ → ℝ} {μ' U : ℝ}
    (hμ : HasDerivAt μ μ' U) :
    HasDerivAt (fun u => adsorption W u (μ u))
      (deriv (charge W U) (μ U) + deriv (adsorption W U) (μ U) * μ') U := by
  have h : HasDerivAt (fun u => adsorption W u (μ u))
      (-(fderiv ℝ (fderiv ℝ W) (U, μ U) (1, μ') (0, 1))) U :=
    (responses_along_path hW (hasDerivAt_id' U) hμ).2
  have h1 : deriv (fun u => adsorption W u (μ U)) U =
      -(fderiv ℝ (fderiv ℝ W) (U, μ U) (1, 0) (0, 1)) :=
    (responses_along_path hW (hasDerivAt_id' U) (hasDerivAt_const U (μ U))).2.deriv
  have h2 : deriv (adsorption W U) (μ U) =
      -(fderiv ℝ (fderiv ℝ W) (U, μ U) (0, 1) (0, 1)) :=
    (responses_along_path hW (hasDerivAt_const (μ U) U) (hasDerivAt_id' (μ U))).2.deriv
  have hv : ((1 : ℝ), μ') = (1, 0) + μ' • ((0 : ℝ), (1 : ℝ)) := by simp
  refine h.congr_deriv ?_
  rw [maxwell_relation hW, h1, h2, hv, map_add, map_smul]
  simp only [add_apply, smul_apply, smul_eq_mul]
  ring

/-- For a C² potential with `G_m ≠ 0` at the point considered, the electrosorption valency
at fixed potential is `-s_m/G_m`. -/
theorem valency_formula (hW : ContDiff ℝ 2 W) {U m : ℝ}
    (hG : deriv (adsorption W U) m ≠ 0) :
    IsValency W U m (-(deriv (charge W U) m / deriv (adsorption W U) m)) := by
  have hp := responses_along_path hW (hasDerivAt_const m U) (hasDerivAt_id' m)
  have hs : HasDerivAt (charge W U) (deriv (charge W U) m) m :=
    hp.1.differentiableAt.hasDerivAt
  have hg : HasDerivAt (adsorption W U) (deriv (adsorption W U) m) m :=
    hp.2.differentiableAt.hasDerivAt
  refine ⟨hg.eventually_ne hG, ?_⟩
  -- the increment of `m` cancels in the ratio of the two slopes
  refine ((hs.tendsto_slope.div hg.tendsto_slope hG).neg).congr' ?_
  filter_upwards [self_mem_nhdsWithin] with x hx
  have hxm : (x - m)⁻¹ ≠ 0 := inv_ne_zero (sub_ne_zero.mpr hx)
  simp only [Pi.div_apply, slope, vsub_eq_sub, smul_eq_mul]
  rw [mul_div_mul_left _ _ hxm]

/-- Let `W` be C² and let `μ(U)` be differentiable at `U` with constant adsorption near `U`.
If `G_m ≠ 0` at that point, then `μ' = -s_m/G_m`, and this slope is the electrosorption
valency at fixed potential. -/
theorem isosteric_slope_eq_valency (hW : ContDiff ℝ 2 W) {μ : ℝ → ℝ} {μ' U G₀ : ℝ}
    (hμ : HasDerivAt μ μ' U) (hiso : ∀ᶠ u in 𝓝 U, adsorption W u (μ u) = G₀)
    (hG : deriv (adsorption W U) (μ U) ≠ 0) :
    μ' = -(deriv (charge W U) (μ U) / deriv (adsorption W U) (μ U)) ∧
    IsValency W U (μ U) μ' := by
  have h0 : HasDerivAt (fun u => adsorption W u (μ u)) 0 U :=
    (hasDerivAt_const U G₀).congr_of_eventuallyEq hiso
  have h := (adsorption_along_curve hW hμ).unique h0
  have hslope : μ' = -(deriv (charge W U) (μ U) / deriv (adsorption W U) (μ U)) := by
    rw [← neg_div, eq_div_iff hG]
    linarith
  exact ⟨hslope, hslope ▸ valency_formula hW hG⟩

/-- Converse: for a C² potential, a curve with slope `-s_m/G_m` at every potential, and
`G_m ≠ 0` along it, has constant adsorption. -/
theorem adsorption_constant_of_slope (hW : ContDiff ℝ 2 W) {μ : ℝ → ℝ}
    (hG : ∀ u, deriv (adsorption W u) (μ u) ≠ 0)
    (hμ : ∀ u, HasDerivAt μ
      (-(deriv (charge W u) (μ u) / deriv (adsorption W u) (μ u))) u) (u v : ℝ) :
    adsorption W u (μ u) = adsorption W v (μ v) := by
  have h : ∀ r, HasDerivAt (fun u => adsorption W u (μ u)) 0 r := fun r =>
    (adsorption_along_curve hW (hμ r)).congr_deriv (by
      rw [mul_neg, mul_div_cancel₀ _ (hG r)]
      ring)
  exact is_const_of_deriv_eq_zero (fun r => (h r).differentiableAt) (fun r => (h r).deriv) u v

/-- Potential of a Langmuir layer of unit site density on a capacitor `C`, with charge coupling `z`
and thermal energy `T ≠ 0`. -/
def langmuir (C z T : ℝ) (p : ℝ × ℝ) : ℝ :=
  -(C * p.1 ^ 2 / 2) - T * Real.log (1 + Real.exp ((p.2 + z * p.1) / T))

/-- At `T > 0` the Langmuir potential is C², has `G_m ≠ 0` everywhere, and has constant
adsorption along each line `m = m₀ - zU`. -/
theorem langmuir_witness (C z : ℝ) {T : ℝ} (hT : 0 < T) :
    ContDiff ℝ 2 (langmuir C z T) ∧
    (∀ U m, deriv (adsorption (langmuir C z T) U) m ≠ 0) ∧
    ∀ m₀ U, adsorption (langmuir C z T) U (m₀ - z * U) =
      Real.exp (m₀ / T) / (1 + Real.exp (m₀ / T)) := by
  have hT0 : T ≠ 0 := hT.ne'
  have hne : ∀ y : ℝ, 1 + Real.exp y ≠ 0 := fun y => by positivity
  have hx : ∀ U m : ℝ, HasDerivAt (fun x => (x + z * U) / T) (1 / T) m := fun U m =>
    ((hasDerivAt_id' m).add_const (z * U)).div_const T
  -- the Langmuir isotherm
  have hA : ∀ U m, adsorption (langmuir C z T) U m =
      Real.exp ((m + z * U) / T) / (1 + Real.exp ((m + z * U) / T)) := by
    intro U m
    have h : HasDerivAt (fun x => langmuir C z T (U, x))
        (-(T * (Real.exp ((m + z * U) / T) * (1 / T) /
          (1 + Real.exp ((m + z * U) / T))))) m :=
      ((((hx U m).exp.const_add 1).log (hne _)).const_mul T).const_sub (-(C * U ^ 2 / 2))
    rw [adsorption, h.deriv, neg_neg, mul_one_div, div_right_comm, mul_div_cancel₀ _ hT0]
  refine ⟨?_, fun U m => ?_, fun m₀ U => ?_⟩
  · have h1 : ContDiff ℝ 2 (fun p : ℝ × ℝ => 1 + Real.exp ((p.2 + z * p.1) / T)) := by
      fun_prop
    have h2 : ContDiff ℝ 2 (fun p : ℝ × ℝ => -(C * p.1 ^ 2 / 2)) := by fun_prop
    exact h2.sub (contDiff_const.mul (h1.log fun p => hne _))
  · have h : HasDerivAt (adsorption (langmuir C z T) U)
        (Real.exp ((m + z * U) / T) * (1 / T) / (1 + Real.exp ((m + z * U) / T)) ^ 2) m := by
      rw [show adsorption (langmuir C z T) U = _ from funext (hA U)]
      exact ((hx U m).exp.fun_div ((hx U m).exp.const_add 1) (hne _)).congr_deriv (by ring)
    rw [h.deriv]
    positivity
  · rw [hA, sub_add_cancel]

/-- At `T > 0` the Langmuir layer has electrosorption valency `-z` at every potential and
chemical potential. -/
theorem langmuir_valency (C z : ℝ) {T : ℝ} (hT : 0 < T) (U m : ℝ) :
    IsValency (langmuir C z T) U m (-z) := by
  obtain ⟨hW, hG, hiso⟩ := langmuir_witness C z hT
  have hμ : HasDerivAt (fun u => (m + z * U) - z * u) (-z) U :=
    (((hasDerivAt_id' U).const_mul z).const_sub (m + z * U)).congr_deriv (by ring)
  have h := (isosteric_slope_eq_valency hW hμ
    (Eventually.of_forall fun u => hiso (m + z * U) u) (hG U _)).2
  simpa only [add_sub_cancel_right] using h

end

end ElectrosorptionValency
```

```lean
#print axioms ElectrosorptionValency.adsorption_constant_of_slope
#print axioms ElectrosorptionValency.langmuir_valency
```

```
'ElectrosorptionValency.adsorption_constant_of_slope' depends on axioms: [propext, Classical.choice, Quot.sound]
'ElectrosorptionValency.langmuir_valency' depends on axioms: [propext, Classical.choice, Quot.sound]
```

## Two measurements of one number

Let $W(U,m)$ be the interfacial potential per unit area, as a function of the electrode potential $U$, measured against a fixed reference, and the chemical potential $m$ of the adsorbing species. The electrode charge and the adsorption are

$$s=-\frac{\partial W}{\partial U},\qquad G=-\frac{\partial W}{\partial m}.$$

Here $s$ is the charge supplied to the electrode through the external circuit, including any charge transferred between the electrode and the adsorbate. Subscripts denote partial derivatives, so $s_m$ is the change of charge with chemical potential at fixed $U$.

The first measurement holds $U$ fixed, changes $m$ slightly, and records $-\Delta s/\Delta G$. The limit of this ratio is the electrosorption valency. The second holds the adsorption fixed while $U$ changes, and records how $m$ must follow. If $\mu(U)$ is the curve traced out in this way, the result is its slope $\mu'(U)$. The main theorem, `isosteric_slope_eq_valency`, states that both give $-s_m/G_m$.

## Derivation from the Maxwell relation

Since $W$ is C², its mixed second derivatives agree:

$$s_m=-\frac{\partial^2 W}{\partial m\,\partial U}=-\frac{\partial^2 W}{\partial U\,\partial m}=G_U.$$

Along the curve, the chain rule and this relation give

$$\frac{d}{dU}G(U,\mu(U))=G_U+G_m\,\mu'=s_m+G_m\,\mu'.$$

If the adsorption is constant along the curve, the left side is zero. With $G_m\neq0$ this can be solved for the slope:

$$\mu'=-\frac{s_m}{G_m}.$$

At fixed $U$, let $m$ change by $h\neq0$. Then $\Delta G/h\to G_m\neq0$, so $\Delta G$ is nonzero for all small enough $h$, and

$$-\frac{\Delta s}{\Delta G}=-\frac{\Delta s/h}{\Delta G/h}\;\longrightarrow\;-\frac{s_m}{G_m}.$$

The two numbers are therefore equal. Conversely, if a curve has slope $-s_m/G_m$ at every potential, with $G_m\neq0$ along it, then the derivative of its adsorption is $s_m-s_m=0$ everywhere, and the adsorption is constant.

## How the Lean statement expresses the physics

The functions `charge` and `adsorption` are defined as actual partial derivatives of `W`, so the Maxwell relation is proved and not assumed. The expression `deriv (charge W U) (μ U)` is $s_m$ at the point $(U,\mu(U))$, because `charge W U` is the charge as a function of the chemical potential alone.

`IsValency W U m γ` says that $-\Delta s/\Delta G$ tends to `γ` as the chemical potential approaches `m` without being equal to it. It also requires $\Delta G\neq0$ close to `m`. Without that clause, Lean's convention that division by zero gives zero would assign the valency 0 to an interface whose adsorption does not respond at all.

The main theorem has four hypotheses:

- `hW` says that $W$ is C² on the whole plane.
- `hμ` says that the curve has derivative `μ'` at the single potential `U`.
- `hiso` says that the adsorption equals a constant `G₀` along the curve for all potentials near `U`.
- `hG` says that $G_m\neq0$ at the point considered. Physically, the coverage responds to first order when the chemical potential changes at fixed $U$.

Some condition on this response is needed: for $W=0$ every curve has constant adsorption, so its slope is arbitrary.

The Faraday constant is absorbed into the units. If $U$ stands for the potential times the Faraday constant, an energy per mole, then $s$ counts moles of elementary charge per area and the valency is dimensionless.

The curve is given, and its existence is not derived. Smoothness on the whole plane excludes a first-order transition at which the coverage jumps. The model has one adsorbing species in equilibrium, with temperature and all other chemical potentials held fixed, and $W$ is an input that is not obtained from a microscopic theory. Within this smooth, one-adsorbate model, simulations run at several electrode potentials and chemical potentials can use the equality to check their computed values of $s$ against their computed coverages.

## From the gradient to the valency in Lean

`responses_eq_gradient` writes $s$ and $G$ as minus the derivative of $W$ in the directions $(1,0)$ and $(0,1)$. `responses_along_path` differentiates these expressions along any path in the plane, which yields minus the second derivative of $W$ applied to the path's velocity and to the chosen direction.

`maxwell_relation` applies this to the two coordinate lines and exchanges the directions with `second_derivative_symmetric`. `adsorption_along_curve` takes the velocity $(1,\mu')$, splits it as $(1,0)+\mu'(0,1)$, and uses linearity to obtain $G_U+G_m\mu'$. The identification of $G_U$ with $s_m$ comes from `maxwell_relation`.

`valency_formula` divides the limits of the two difference quotients, and `mul_div_mul_left` cancels the common factor $1/h$. In the main theorem, constancy near `U` gives the adsorption along the curve the derivative 0. Uniqueness of derivatives turns this into $s_m+G_m\mu'=0$, which is solved for the slope, and `valency_formula` then identifies that slope as the valency. The converse, `adsorption_constant_of_slope`, uses the fact that a function on the real line with zero derivative everywhere is constant.

## A Langmuir layer on a capacitor

The example has capacitance $C$ per unit area, charge coupling $z$ and thermal energy $T>0$. The amount of adsorption sites per unit area is set to 1, so that adsorption and coverage coincide:

$$W=-\tfrac12CU^2-T\log\!\left(1+e^{(m+zU)/T}\right).$$

Its adsorption is the Langmuir coverage

$$\theta=\frac{e^{(m+zU)/T}}{1+e^{(m+zU)/T}},\qquad G_m=\frac{\theta(1-\theta)}{T}>0.$$

The coverage depends only on $m+zU$, so it is constant along every line $m=m_0-zU$, whose slope is $-z$. `langmuir_witness` proves the smoothness, the nonzero $G_m$ and the constant coverage. `langmuir_valency` then applies the main theorem to the line through a given point and obtains the valency $-z$ at every potential and chemical potential.

By hand, the charge is $s=CU+z\theta$, so at fixed $U$ one has $\Delta s=z\,\Delta\theta$ and again $-\Delta s/\Delta G=-z$. The Lean proof reaches this value from the coverage alone, as in the calculation described at the start.
